# When strictly positive facet areas close up, total energies fix surface energies up to a shift \(c\cdot n_i\)

## Two different faces of one slab

Cut a slab of a wurtzite crystal perpendicular to its polar axis. One face is terminated by cations, the other by anions, and no symmetry relates them. Subtracting the bulk energy from the total energy of the slab leaves the area times the sum of the two surface energies. The slab alone does not say how to divide that sum.

Other shapes, with more facets, give more equations. The question is whether all of them together separate the energies of the individual facets.

## Facets, closure and total energy

Label the facets by \(i\) in a finite set. Facet \(i\) has outward normal \(n_i\in\mathbb R^d\), area \(A_i\) and surface energy \(\gamma_i\) per unit area; the physical case is \(d=3\) with unit normals. The vector areas of a closed polyhedron sum to zero, as the divergence theorem for constant fields shows:

\[
\sum_i A_i n_i=0 .
\]

Areas that satisfy this equation are called closed below. The total surface energy is

\[
E(A,\gamma)=\sum_i A_i\gamma_i .
\]

Suppose that some strictly positive areas \(A^{(0)}_i\) are closed, so that all the listed facets can occur together. Then replacing \(\gamma_i\) by \(\gamma_i+h_i\) leaves \(E\) unchanged for every nonnegative closed choice of areas if and only if there is one vector \(c\in\mathbb R^d\) with \(h_i=c\cdot n_i\) for all \(i\).

## Why exactly the shifts \(c\cdot n_i\) are invisible

**Such a shift is invisible.** For closed areas,

\[
\sum_i A_i\,(c\cdot n_i)=c\cdot\sum_i A_i n_i=0 .
\]

**An invisible shift also vanishes on signed areas.** Let \(E(A,h)=0\) for all nonnegative closed \(A\), and let \(B\) be closed with entries of any sign. Put

\[
t=\sum_k \frac{|B_k|}{A^{(0)}_k}.
\]

Then \(tA^{(0)}_i\ge |B_i|\), so the areas \(B_i+tA^{(0)}_i\) are nonnegative. They are also closed. Hence

\[
0=E(B+tA^{(0)},h)=E(B,h)+t\,E(A^{(0)},h)=E(B,h).
\]

**Vanishing on signed areas produces \(c\).** Let \(N(B)=\sum_i B_i n_i\) and \(\varphi(B)=\sum_i B_i h_i\). The previous step says that \(\varphi\) vanishes on the kernel of \(N\). Two area vectors with the same image under \(N\) therefore have the same value of \(\varphi\), and \(f(N(B))=\varphi(B)\) defines a linear functional on the range of \(N\). Extend it linearly to \(\mathbb R^d\), and set \(c_j=f(e_j)\) with the standard basis vectors \(e_j\), so that \(f(v)=c\cdot v\). Taking \(B\) to be one on facet \(i\) and zero elsewhere gives \(h_i=f(n_i)=c\cdot n_i\).

## What the totals determine

If \(n_i\neq0\), the energy of facet \(i\) can be moved to any value \(x\) by choosing

\[
c=\frac{x-\gamma_i}{n_i\cdot n_i}\,n_i .
\]

Every other energy \(\gamma_j\) shifts by \(c\cdot n_j\), which is zero when \(n_j\) is perpendicular to \(n_i\), and no total changes.

For opposite facets, \(n_j=-n_i\), equal unit areas are closed, so the totals fix \(\gamma_i+\gamma_j\). If the two energies are known to be equal, each is half of that sum.

A regular tetrahedron has unit normals \(n_0,\dots,n_3\) along \((1,1,1)\), \((1,-1,-1)\), \((-1,1,-1)\) and \((-1,-1,1)\). Closure reads

\[
\begin{aligned}
A_0+A_1-A_2-A_3&=0,\\
A_0-A_1+A_2-A_3&=0,\\
A_0-A_1-A_2+A_3&=0.
\end{aligned}
\]

Adding these equations in pairs gives \(A_0=A_3\), \(A_0=A_2\) and \(A_0=A_1\). The total is \(A_0\sum_i\gamma_i\), and the totals determine exactly the sum of the four energies. In zinc blende these are four {111} facets of the same polarity; when symmetry makes their energies equal, each is a quarter of the sum.

For electronic-structure calculations on slabs and nanocrystals, this means that total energies alone do not give the surface energy of a single polar face, within a model where facet energies simply add. A further input is needed. For the zinc blende tetrahedron, symmetry supplies it. For the polar faces of wurtzite it does not: every symmetry of the crystal preserves the direction of the polar axis, so a shift with \(c\) along this axis changes equivalent facets equally and remains invisible. Within this model, the division between the two polar faces is then a matter of convention.

## The statement in Lean

The finite type `ι` labels the facets, and `n : ι → Fin d → ℝ` gives their normals. `ClosesUp n A` is the closure equation, and `totalEnergy A γ` is \(E(A,\gamma)\). `Indistinguishable n γ γ'` says that two sets of surface energies give equal totals for all nonnegative closed areas. The symbol `⬝ᵥ` is the dot product.

The main theorem is `indistinguishable_iff_tilt`. Its hypothesis `hn` provides the strictly positive closed areas. The starting energies `γ` and the shift `h` are arbitrary real functions on the facets.

Normals need not have unit length in the general theorems; `A i` is the geometric area when they do. Areas may be zero, so a slab counts as two facets with its sides left out. The definition asks only for closure, not for a polyhedron that realises the areas.

Each surface energy is a constant, independent of the shape and taken at fixed chemical potentials. Edge and corner energies, and the energy of an electric field across a polar slab, are absent from the model.

```lean
import Mathlib

open Matrix

namespace PolarSurfaceEnergy

noncomputable section

variable {ι : Type*} [Fintype ι] {d : ℕ}

/-- Facet areas `A i` with normals `n i` close up: the vector areas sum to zero. -/
def ClosesUp (n : ι → Fin d → ℝ) (A : ι → ℝ) : Prop := ∑ i, A i • n i = 0

/-- The total surface energy: the sum of area times surface energy over the facets. -/
def totalEnergy (A γ : ι → ℝ) : ℝ := ∑ i, A i * γ i

/-- Two sets of surface energies give the same total for every choice of nonnegative
facet areas that closes up. -/
def Indistinguishable (n : ι → Fin d → ℝ) (γ γ' : ι → ℝ) : Prop :=
  ∀ A : ι → ℝ, (∀ i, 0 ≤ A i) → ClosesUp n A → totalEnergy A γ = totalEnergy A γ'

/-- Shifting each surface energy by `c · n i` leaves the total energy unchanged for every choice of
nonnegative closed areas. -/
theorem indistinguishable_tilt (n : ι → Fin d → ℝ) (γ : ι → ℝ) (c : Fin d → ℝ) :
    Indistinguishable n γ (fun i => γ i + c ⬝ᵥ n i) := by
  intro A _ hA
  -- the shift contributes `c` dotted with the total vector area
  have key : ∑ i, A i * (c ⬝ᵥ n i) = c ⬝ᵥ ∑ i, A i • n i := by
    simp only [dotProduct, Finset.sum_apply, Pi.smul_apply, smul_eq_mul, Finset.mul_sum]
    rw [Finset.sum_comm]
    exact Finset.sum_congr rfl fun j _ => Finset.sum_congr rfl fun i _ => by ring
  have hA' : ∑ i, A i • n i = 0 := hA
  rw [hA', dotProduct_zero] at key
  simp only [totalEnergy, mul_add, Finset.sum_add_distrib]
  rw [key, add_zero]

/-- If some strictly positive areas close up, a shift `h` that costs nothing on nonnegative
closed areas also costs nothing on closed area changes of either sign. -/
theorem signed_areas {n : ι → Fin d → ℝ} {h A₀ : ι → ℝ} (hpos : ∀ i, 0 < A₀ i)
    (hA₀ : ClosesUp n A₀)
    (hh : ∀ A : ι → ℝ, (∀ i, 0 ≤ A i) → ClosesUp n A → totalEnergy A h = 0)
    {B : ι → ℝ} (hB : ClosesUp n B) : totalEnergy B h = 0 := by
  -- a large multiple `t` of the positive areas makes `B` nonnegative
  obtain ⟨t, ht⟩ : ∃ t : ℝ, ∀ i, 0 ≤ B i + t * A₀ i := by
    refine ⟨∑ i, |B i| / A₀ i, fun i => ?_⟩
    have h1 : |B i| / A₀ i ≤ ∑ k, |B k| / A₀ k :=
      Finset.single_le_sum (f := fun k => |B k| / A₀ k)
        (fun k _ => div_nonneg (abs_nonneg _) (hpos k).le) (Finset.mem_univ i)
    rw [div_le_iff₀ (hpos i)] at h1
    linarith [neg_abs_le (B i)]
  have hc : ClosesUp n (fun i => B i + t * A₀ i) := by
    unfold ClosesUp at *
    simp only [add_smul, mul_smul, Finset.sum_add_distrib]
    rw [← Finset.smul_sum, hA₀, hB, smul_zero, add_zero]
  have h2 := hh _ ht hc
  have h3 := hh A₀ (fun i => (hpos i).le) hA₀
  unfold totalEnergy at *
  simp only [add_mul, mul_assoc, Finset.sum_add_distrib] at h2
  rw [← Finset.mul_sum, h3, mul_zero, add_zero] at h2
  exact h2

/-- A shift that costs nothing on all closed area changes, of either sign, has the form
`c · n i` for one vector `c`. -/
theorem exists_tilt {n : ι → Fin d → ℝ} {h : ι → ℝ}
    (hh : ∀ B : ι → ℝ, ClosesUp n B → totalEnergy B h = 0) :
    ∃ c : Fin d → ℝ, ∀ i, h i = c ⬝ᵥ n i := by
  classical
  -- the energy functional vanishes on the kernel of the vector-area map, so it factors
  have hφ : Fintype.linearCombination ℝ h ∈
      LinearMap.range (Fintype.linearCombination ℝ n).dualMap := by
    rw [LinearMap.range_dualMap_eq_dualAnnihilator_ker, Submodule.mem_dualAnnihilator]
    intro B hB
    rw [LinearMap.mem_ker, Fintype.linearCombination_apply] at hB
    rw [Fintype.linearCombination_apply]
    exact hh B hB
  obtain ⟨f, hf⟩ := hφ
  refine ⟨fun j => f (fun k => if j = k then 1 else 0), fun i => ?_⟩
  have h2 : f (n i) = h i := by
    have h3 := LinearMap.congr_fun hf (Pi.single i 1)
    rw [LinearMap.dualMap_apply, Fintype.linearCombination_apply_single,
      Fintype.linearCombination_apply_single, one_smul, one_smul] at h3
    exact h3
  exact h2.symm.trans ((LinearMap.pi_apply_eq_sum_univ f (n i)).trans
    (Finset.sum_congr rfl fun j _ => mul_comm _ _))

/-- Let some strictly positive facet areas close up. Shifting the surface energies by `h`
leaves the total unchanged for all nonnegative closed areas if and only if `h i = c · n i`
for some vector `c`. -/
theorem indistinguishable_iff_tilt {n : ι → Fin d → ℝ}
    (hn : ∃ A : ι → ℝ, (∀ i, 0 < A i) ∧ ClosesUp n A) (γ h : ι → ℝ) :
    Indistinguishable n γ (fun i => γ i + h i) ↔
      ∃ c : Fin d → ℝ, ∀ i, h i = c ⬝ᵥ n i := by
  constructor
  · intro H
    obtain ⟨A₀, hpos, hA₀⟩ := hn
    refine exists_tilt fun B hB => signed_areas hpos hA₀ (fun A hA hc => ?_) hB
    have h1 := H A hA hc
    simp only [totalEnergy, mul_add, Finset.sum_add_distrib] at h1
    unfold totalEnergy
    linarith
  · rintro ⟨c, hc⟩
    simp only [hc]
    exact indistinguishable_tilt n γ c

/-- The surface energy of a single facet with nonzero normal can be given any value `x` without
changing the total energy for any choice of nonnegative closed areas. -/
theorem single_facet_arbitrary (n : ι → Fin d → ℝ) (γ : ι → ℝ) {i : ι} (hi : n i ≠ 0)
    (x : ℝ) : ∃ γ' : ι → ℝ, Indistinguishable n γ γ' ∧ γ' i = x := by
  have h0 : n i ⬝ᵥ n i ≠ 0 := fun h => hi (dotProduct_self_eq_zero.mp h)
  refine ⟨_, indistinguishable_tilt n γ (((x - γ i) / (n i ⬝ᵥ n i)) • n i), ?_⟩
  simp only [smul_dotProduct, smul_eq_mul]
  rw [div_mul_cancel₀ _ h0]
  ring

/-- For two facets with opposite normals, as in a slab, the sum of the two surface energies
is fixed by the total energies. -/
theorem opposite_facets_sum {n : ι → Fin d → ℝ} {γ γ' : ι → ℝ}
    (H : Indistinguishable n γ γ') {i j : ι} (hij : n j = -n i) :
    γ i + γ j = γ' i + γ' j := by
  classical
  -- test with a slab: unit area on each of the two facets
  have h1 := H (fun k => (if k = i then 1 else 0) + (if k = j then 1 else 0))
    (fun k => by positivity)
    (by simp [ClosesUp, add_smul, Finset.sum_add_distrib, hij])
  simpa [totalEnergy, add_mul, Finset.sum_add_distrib] using h1

/-- Let two sets of surface energies give the same totals. If two facets with opposite normals have
equal energies within each set, their common value is the same in both sets. -/
theorem equivalent_facets_determined {n : ι → Fin d → ℝ} {γ γ' : ι → ℝ}
    (H : Indistinguishable n γ γ') {i j : ι} (hij : n j = -n i)
    (hγ : γ i = γ j) (hγ' : γ' i = γ' j) : γ i = γ' i := by
  linarith [opposite_facets_sum H hij]

/-- The four unit normals of a regular tetrahedron, along `(1,1,1)`, `(1,-1,-1)`,
`(-1,1,-1)` and `(-1,-1,1)`. -/
def tetraNormal (i : Fin 4) (j : Fin 3) : ℝ :=
  (Real.sqrt 3)⁻¹ * !![1, 1, 1; 1, -1, -1; -1, 1, -1; -1, -1, 1] i j

/-- The tetrahedron normals have unit length, and four equal unit areas close up. -/
theorem tetraNormal_witness :
    (∀ i, tetraNormal i ⬝ᵥ tetraNormal i = 1) ∧ ClosesUp tetraNormal (fun _ => 1) := by
  constructor
  · intro i
    have hs : (Real.sqrt 3)⁻¹ * (Real.sqrt 3)⁻¹ = 1 / 3 := by
      rw [← mul_inv, Real.mul_self_sqrt (by norm_num)]
      norm_num
    simp only [tetraNormal, dotProduct, Fin.sum_univ_three]
    generalize (Real.sqrt 3)⁻¹ = s at *
    fin_cases i <;> simp <;> linarith
  · funext j
    fin_cases j <;> simp [tetraNormal, Fin.sum_univ_four]

/-- For a tetrahedral crystal, two sets of surface energies give the same totals exactly
when the sums of their four surface energies agree. -/
theorem tetra_only_sum (γ γ' : Fin 4 → ℝ) :
    Indistinguishable tetraNormal γ γ' ↔ ∑ i, γ i = ∑ i, γ' i := by
  constructor
  · intro H
    simpa [totalEnergy] using H (fun _ => 1) (fun _ => zero_le_one) tetraNormal_witness.2
  · intro H A _ hA
    have hs : (Real.sqrt 3)⁻¹ ≠ 0 := by positivity
    -- the three components of the closure condition
    have e (j : Fin 3) : (Real.sqrt 3)⁻¹ * ∑ i, A i *
        !![1, 1, 1; 1, -1, -1; -1, 1, -1; -1, -1, (1 : ℝ)] i j = 0 := by
      have h1 := congrFun hA j
      simp only [Finset.sum_apply, Pi.smul_apply, smul_eq_mul, Pi.zero_apply,
        tetraNormal] at h1
      rw [← h1, Finset.mul_sum]
      exact Finset.sum_congr rfl fun i _ => by ring
    have e0 := (mul_eq_zero.mp (e 0)).resolve_left hs
    have e1 := (mul_eq_zero.mp (e 1)).resolve_left hs
    have e2 := (mul_eq_zero.mp (e 2)).resolve_left hs
    simp [Fin.sum_univ_four] at e0 e1 e2
    -- hence all four areas are equal
    have a1 : A 1 = A 0 := by linarith
    have a2 : A 2 = A 0 := by linarith
    have a3 : A 3 = A 0 := by linarith
    simp only [Fin.sum_univ_four] at H
    simp only [totalEnergy, Fin.sum_univ_four, a1, a2, a3]
    linear_combination A 0 * H

/-- Three unit normals in one quadrant of the `xy` plane. -/
def quadrantNormal : Fin 3 → Fin 3 → ℝ := ![![1, 0, 0], ![0, 1, 0], ![3 / 5, 4 / 5, 0]]

/-- For the three quadrant normals, raising the third surface energy from zero to one, with the
other two zero, changes the total for no nonnegative closed areas, yet this shift is not of the form
`c · n i`. -/
theorem positive_areas_needed :
    Indistinguishable quadrantNormal 0 ![0, 0, 1] ∧
      ¬ ∃ c : Fin 3 → ℝ, ∀ i, (![0, 0, 1] : Fin 3 → ℝ) i = c ⬝ᵥ quadrantNormal i := by
  constructor
  · intro A hpos hA
    have h1 : A 0 + A 2 * (3 / 5) = 0 := by
      simpa [quadrantNormal, Fin.sum_univ_three] using congrFun hA 0
    have h2 : A 2 = 0 := by linarith [hpos 0, hpos 2]
    simp [totalEnergy, Fin.sum_univ_three, h2]
  · rintro ⟨c, hc⟩
    have h0 : 0 = c 0 := by
      simpa [quadrantNormal, dotProduct, Fin.sum_univ_three] using hc 0
    have h1 : 0 = c 1 := by
      simpa [quadrantNormal, dotProduct, Fin.sum_univ_three] using hc 1
    have h2 : 1 = c 0 * (3 / 5) + c 1 * (4 / 5) := by
      simpa [quadrantNormal, dotProduct, Fin.sum_univ_three] using hc 2
    linarith

end

end PolarSurfaceEnergy
```

```lean
#print axioms PolarSurfaceEnergy.indistinguishable_iff_tilt
-- 'PolarSurfaceEnergy.indistinguishable_iff_tilt' depends on axioms: [propext, Classical.choice, Quot.sound]
#print axioms PolarSurfaceEnergy.equivalent_facets_determined
-- 'PolarSurfaceEnergy.equivalent_facets_determined' depends on axioms: [propext, Classical.choice, Quot.sound]
#print axioms PolarSurfaceEnergy.tetra_only_sum
-- 'PolarSurfaceEnergy.tetra_only_sum' depends on axioms: [propext, Classical.choice, Quot.sound]
#print axioms PolarSurfaceEnergy.positive_areas_needed
-- 'PolarSurfaceEnergy.positive_areas_needed' depends on axioms: [propext, Classical.choice, Quot.sound]
```

## From invisible shifts to the vector \(c\)

`indistinguishable_tilt` is the first step of the derivation. Its equation `key` exchanges the sum over facets with the sum over components, and closure makes the right-hand side zero.

`signed_areas` carries out the second step with the same \(t\). `Finset.single_le_sum` bounds one term of \(t\) by the whole sum, `div_le_iff₀` clears the denominator, and `linarith` concludes that the combined areas are nonnegative. The hypothesis `hh` is then applied twice, to the combined areas and to `A₀`, and the second result removes the added term from the first.

`exists_tilt` is the linear algebra. `Fintype.linearCombination ℝ n` is the map \(N\), and `Fintype.linearCombination ℝ h` is \(\varphi\). The lemma `LinearMap.range_dualMap_eq_dualAnnihilator_ker` says that the functionals vanishing on the kernel of \(N\) are exactly those of the form \(f\circ N\), which covers both the definition of \(f\) on the range and its extension. Evaluating at `Pi.single i 1` gives \(f(n_i)=h_i\), and the components of \(c\) are the values of \(f\) on the standard basis.

`indistinguishable_iff_tilt` joins these results. In the forward direction it cancels the contribution of `γ` from the equality of totals, then applies `signed_areas` and `exists_tilt`. The reverse direction is `indistinguishable_tilt`.

## Slab, tetrahedron and quadrant in the code

`single_facet_arbitrary` inserts the vector \(c\) given above; the nonzero normal makes the division legitimate. `opposite_facets_sum` evaluates the totals on a slab with unit area on each face, and `equivalent_facets_determined` follows by linear arithmetic.

`tetraNormal_witness` verifies that the tetrahedron normals have unit length and that four unit areas close up, which is an explicit instance of `hn`. In `tetra_only_sum`, the forward direction tests with these unit areas. The reverse direction extracts the three closure equations as `e0`, `e1` and `e2`, obtains equal areas by `linarith`, and multiplies the equality of the two energy sums by `A 0`.

`positive_areas_needed` shows that the equivalence can fail when no strictly positive areas close up. It takes \((1,0,0)\), \((0,1,0)\) and \((3/5,4/5,0)\), for which the only nonnegative closed areas are all zero. The shift \(h=(0,0,1)\) is then invisible. If it had the form \(c\cdot n_i\), the first two facets would force \(c_0=c_1=0\), and the third would give \(1=0\).
